# Zero-centred Lorentzian site disorder of half-width $w$ has CPA coherent potential $-iw$ at energies in the upper half-plane

## Definitions and sign conventions

Let $v$ be a random real site energy with the Lorentzian density

$$L_w(v)=\frac{w/\pi}{v^2+w^2},\qquad w>0,$$

which is centred at zero and has half-width $w$ at half maximum. The cavity function $D$ is a complex number that collects the energy and the coupling of one site to its surroundings, so that the site Green function is $1/(D-v)$. The retarded convention is used: $\operatorname{Im}D>0$.

In the single-site coherent potential approximation (CPA), an effective site energy $s$ reproduces the averaged Green function:

$$\int_{-\infty}^{\infty}L_w(v)\,\frac{1}{D-v}\,dv=\frac{1}{D-s}.$$

The clean host has finitely many real levels $\varepsilon_k$ with local weights $p_k\ge 0$, $\sum_k p_k=1$. Its local Green function at complex energy $\zeta$ is $G(\zeta)=\sum_k p_k/(\zeta-\varepsilon_k)$.

## The average and the self-consistent solution

For $w>0$ and $\operatorname{Im}D>0$,

$$\int_{-\infty}^{\infty}L_w(v)\,\frac{1}{D-v}\,dv=\frac{1}{D+iw},$$

so $s=-iw$ is the only coherent potential at that $D$.

In a CPA calculation $D$ depends on $s$. At energy $z$ with $\operatorname{Im}z>0$, the effective medium carries the same $s$ on every site of the host, which shifts the energy from $z$ to $z-s$. It therefore has local Green function $G(z-s)$ and cavity function $D=s+1/G(z-s)$. Among all $s$ with $\operatorname{Im}s<\operatorname{Im}z$, the self-consistent equation

$$\int_{-\infty}^{\infty}L_w(v)\,\frac{1}{s+1/G(z-s)-v}\,dv=G(z-s)$$

holds exactly when $s=-iw$.

## A known answer for a CPA solver

For a non-interacting, finite-level host with Lorentzian site disorder, the value a CPA code should reach is $s=-iw$ at every energy in the upper half-plane, whatever the host levels and weights. This tests the disorder quadrature and the sign convention. It can miss errors in the cavity function: a code that updates $s$ to $D$ minus the inverse of the averaged Green function returns $-iw$ from any $D$ in the upper half-plane, including a wrong one. The resulting medium is the clean host evaluated at $z+iw$, which is a uniform Lorentzian broadening of its levels.

## Derivation by partial fractions

**Two poles on the same side.** Let $\operatorname{Im}a>0$ and $\operatorname{Im}b>0$. The function $1/[(a-v)(b-v)]$ is integrable, because its modulus is at most $|a-v|^{-2}+|b-v|^{-2}$ and each term is bounded by a constant times $1/(1+v^2)$. If $a\ne b$, an antiderivative is

$$F(v)=\frac{1}{b-a}\log\frac{b-v}{a-v},$$

since

$$F'(v)=\frac{1}{b-a}\left(\frac{1}{a-v}-\frac{1}{b-v}\right)=\frac{1}{(a-v)(b-v)}.$$

The ratio never meets the branch cut: if it were $-t$ with $t\ge0$, then $\operatorname{Im}b=-t\operatorname{Im}a\le0$. As $v\to\pm\infty$ the ratio $1+(b-a)/(a-v)$ tends to 1, so $F\to0$ at both ends. If $a=b$, take $F(v)=1/(a-v)$, which also vanishes at both ends. In either case the integral is zero.

**Normalisation.** With $v=wx$, $\int L_w(v)\,dv=\frac1\pi\int dx/(1+x^2)=1$.

**The average.** Since $D+iw=(D-v)+(iw+v)$,

$$\frac{1}{D-v}=\frac{1}{D+iw}+\frac{iw+v}{(D+iw)(D-v)}.$$

The density factorises as $L_w(v)=-(w/\pi)/[(iw-v)(iw+v)]$. Multiplying by it gives

$$\frac{L_w(v)}{D-v}=\frac{L_w(v)}{D+iw}-\frac{w/\pi}{D+iw}\,\frac{1}{(D-v)(iw-v)}.$$

The first term integrates to $1/(D+iw)$. The second has both poles in the upper half-plane and integrates to zero, even when $D=iw$. Equating the result with $1/(D-s)$ and inverting gives $s=-iw$.

**Closing the loop.** Put $\zeta=z-s$, so $\operatorname{Im}\zeta>0$, and let $S=\sum_k p_k|\zeta-\varepsilon_k|^{-2}>0$. Then $\operatorname{Im}G(\zeta)=-S\operatorname{Im}\zeta$, so $G(\zeta)\neq0$. The triangle inequality, and the fact that the square of a mean is at most the mean of the squares, give

$$|G(\zeta)|^2\le\Big(\sum_k p_k|\zeta-\varepsilon_k|^{-1}\Big)^2\le S.$$

Hence

$$\operatorname{Im}\frac{1}{G(\zeta)}=\frac{S\operatorname{Im}\zeta}{|G(\zeta)|^2}\ge\operatorname{Im}\zeta,$$

and $\operatorname{Im}D\ge\operatorname{Im}s+\operatorname{Im}(z-s)=\operatorname{Im}z>0$. Because $D-s=1/G(\zeta)$, the self-consistent equation is the single-site condition at this $D$, whose only solution is $s=-iw$.

## The Lean file

```lean
import Mathlib

open MeasureTheory Filter Topology Complex

namespace LloydModel

noncomputable section

/-- The Lorentzian probability density of site energies `v`, with half-width `w`. -/
def lorentzian (w v : ℝ) : ℝ := (w / Real.pi) / (v ^ 2 + w ^ 2)

/-- The site Green function `1 / (D - v)` averaged over Lorentzian disorder, at cavity
function `D`. -/
def siteAverage (w : ℝ) (D : ℂ) : ℂ := ∫ v : ℝ, (lorentzian w v : ℂ) * (1 / (D - v))

/-- The single-site CPA condition: an effective site of energy `s` reproduces the averaged
Green function. -/
def IsCoherentPotential (w : ℝ) (D s : ℂ) : Prop := siteAverage w D = 1 / (D - s)

/-- The local Green function of a clean host with levels `ε k` and local weights `p k`. -/
def hostGreen {n : Type*} [Fintype n] (p ε : n → ℝ) (ζ : ℂ) : ℂ :=
  ∑ k, (p k : ℂ) / (ζ - ε k)

/-- A point of the upper half-plane differs from every real energy. -/
theorem sub_real_ne_zero {a : ℂ} (ha : 0 < a.im) (v : ℝ) : a - (v : ℂ) ≠ 0 := by
  intro h
  have h' := congrArg Complex.im h
  simp at h'
  linarith

/-- The squared modulus of a simple pole in the upper half-plane is integrable over real
energies. -/
theorem integrable_normSq_inv {a : ℂ} (ha : 0 < a.im) :
    Integrable (fun v : ℝ => (normSq (a - (v : ℂ)))⁻¹) := by
  have hc : Continuous (fun v : ℝ => (normSq (a - (v : ℂ)))⁻¹) :=
    Continuous.inv₀ (continuous_normSq.comp (continuous_const.sub continuous_ofReal))
      (fun v => (normSq_pos.2 (sub_real_ne_zero ha v)).ne')
  obtain ⟨q, hq⟩ : ∃ q : ℝ, q = (1 + 2 * a.re ^ 2) / a.im ^ 2 := ⟨_, rfl⟩
  have hq0 : 0 ≤ q := by rw [hq]; positivity
  have hq1 : q * a.im ^ 2 = 1 + 2 * a.re ^ 2 := by
    rw [hq]; exact div_mul_cancel₀ _ (by positivity)
  -- compare with the standard Lorentzian
  refine (integrable_inv_one_add_sq.const_mul (2 + q)).mono' hc.aestronglyMeasurable
    (Eventually.of_forall fun v => ?_)
  have hN : normSq (a - (v : ℂ)) = (a.re - v) ^ 2 + a.im ^ 2 := by
    simp [normSq_apply]; ring
  have hpos : 0 < (a.re - v) ^ 2 + a.im ^ 2 := by positivity
  rw [hN, Real.norm_of_nonneg (inv_nonneg.2 hpos.le), ← div_eq_mul_inv, inv_eq_one_div,
    div_le_div_iff₀ hpos (by positivity)]
  nlinarith [mul_nonneg hq0 (sq_nonneg (a.re - v)), sq_nonneg (v - 2 * a.re),
    sq_nonneg a.im]

/-- A product of two simple poles in the upper half-plane is integrable over real energies. -/
theorem integrable_two_poles {a b : ℂ} (ha : 0 < a.im) (hb : 0 < b.im) :
    Integrable (fun v : ℝ => 1 / ((a - (v : ℂ)) * (b - (v : ℂ)))) := by
  have hc : Continuous (fun v : ℝ => 1 / ((a - (v : ℂ)) * (b - (v : ℂ)))) :=
    Continuous.div continuous_const
      ((continuous_const.sub continuous_ofReal).mul (continuous_const.sub continuous_ofReal))
      (fun v => mul_ne_zero (sub_real_ne_zero ha v) (sub_real_ne_zero hb v))
  refine ((integrable_normSq_inv ha).add (integrable_normSq_inv hb)).mono'
    hc.aestronglyMeasurable (Eventually.of_forall fun v => ?_)
  show ‖1 / ((a - (v : ℂ)) * (b - (v : ℂ)))‖
    ≤ (normSq (a - (v : ℂ)))⁻¹ + (normSq (b - (v : ℂ)))⁻¹
  simp only [normSq_eq_norm_sq, norm_mul, norm_inv, one_div, mul_inv, ← inv_pow]
  nlinarith [sq_nonneg (‖a - (v : ℂ)‖⁻¹ - ‖b - (v : ℂ)‖⁻¹),
    sq_nonneg ‖a - (v : ℂ)‖⁻¹, sq_nonneg ‖b - (v : ℂ)‖⁻¹]

/-- A simple pole decays to zero at large real energies of either sign. -/
theorem tendsto_pole (a : ℂ) {l : Filter ℝ} (hl : Tendsto (fun v : ℝ => |v|) l atTop) :
    Tendsto (fun v : ℝ => (a - (v : ℂ))⁻¹) l (𝓝 0) := by
  rw [tendsto_zero_iff_norm_tendsto_zero]
  have h : Tendsto (fun v : ℝ => ‖a - (v : ℂ)‖) l atTop := by
    refine tendsto_atTop_mono (fun v => ?_) (tendsto_atTop_add_const_right l (-‖a‖) hl)
    show |v| + -‖a‖ ≤ ‖a - (v : ℂ)‖
    have h' := norm_sub_norm_le (v : ℂ) a
    rw [norm_sub_rev, Complex.norm_real, Real.norm_eq_abs] at h'
    linarith
  exact (tendsto_inv_atTop_zero.comp h).congr (fun v => (norm_inv _).symm)

/-- The integral over real energies of a product of two simple poles in the upper half-plane
vanishes. -/
theorem integral_two_poles {a b : ℂ} (ha : 0 < a.im) (hb : 0 < b.im) :
    ∫ v : ℝ, 1 / ((a - (v : ℂ)) * (b - (v : ℂ))) = 0 := by
  have hsub : ∀ (c : ℂ) (v : ℝ), HasDerivAt (fun x : ℝ => c - (x : ℂ)) (-1) v := fun c v =>
    ((Complex.ofRealCLM.hasDerivAt (x := v)).const_sub c).congr_deriv (by simp)
  -- it suffices to find an antiderivative that vanishes at both ends
  suffices h : ∃ F : ℝ → ℂ,
      (∀ v : ℝ, HasDerivAt F (1 / ((a - (v : ℂ)) * (b - (v : ℂ)))) v) ∧
      ∀ l : Filter ℝ, Tendsto (fun v : ℝ => |v|) l atTop → Tendsto F l (𝓝 0) by
    obtain ⟨F, hd, hF⟩ := h
    exact (integral_of_hasDerivAt_of_tendsto hd (integrable_two_poles ha hb)
      (hF atBot tendsto_abs_atBot_atTop) (hF atTop tendsto_abs_atTop_atTop)).trans (sub_zero 0)
  rcases eq_or_ne a b with rfl | hab
  · refine ⟨fun v => 1 / (a - (v : ℂ)), fun v => ?_, fun l hl => ?_⟩
    · exact ((hasDerivAt_const v (1 : ℂ)).fun_div (hsub a v)
        (sub_real_ne_zero ha v)).congr_deriv (by ring)
    · exact (tendsto_pole a hl).congr (fun v => (one_div _).symm)
  · have hba : b - a ≠ 0 := sub_ne_zero.2 hab.symm
    refine ⟨fun v => Complex.log ((b - (v : ℂ)) / (a - (v : ℂ))) / (b - a),
      fun v => ?_, fun l hl => ?_⟩
    · have h1 := sub_real_ne_zero ha v
      have h2 := sub_real_ne_zero hb v
      -- the ratio never meets the branch cut of the logarithm
      have hslit : (b - (v : ℂ)) / (a - (v : ℂ)) ∈ slitPlane := by
        by_contra h
        rw [mem_slitPlane_iff, not_or, not_lt, not_not] at h
        have e := congrArg Complex.im (div_mul_cancel₀ (b - (v : ℂ)) h1)
        rw [Complex.mul_im, h.2] at e
        simp only [sub_im, ofReal_im, sub_zero, zero_mul, add_zero] at e
        nlinarith [h.1, ha, hb]
      exact ((((hsub b v).fun_div (hsub a v) h1).clog_real hslit).div_const
        (b - a)).congr_deriv (by field_simp; ring)
    · have h := ((tendsto_pole a hl).const_mul (b - a)).const_add 1
      rw [mul_zero, add_zero] at h
      have h1 : Tendsto (fun v : ℝ => (b - (v : ℂ)) / (a - (v : ℂ))) l (𝓝 1) := by
        refine h.congr fun v => ?_
        have h2 := sub_real_ne_zero ha v
        field_simp
        ring
      have h3 := (h1.clog one_mem_slitPlane).div_const (b - a)
      rw [Complex.log_one, zero_div] at h3
      exact h3

/-- The Lorentzian density is normalised. -/
theorem integral_lorentzian {w : ℝ} (hw : 0 < w) : ∫ v : ℝ, lorentzian w v = 1 := by
  have hpi := Real.pi_ne_zero
  have h : ∀ v : ℝ, lorentzian w v = (1 / (Real.pi * w)) * (1 + (v / w) ^ 2)⁻¹ := by
    intro v
    have hS : v ^ 2 + w ^ 2 ≠ 0 := by positivity
    have h1 : 1 + (v / w) ^ 2 = (v ^ 2 + w ^ 2) / w ^ 2 := by field_simp; ring
    rw [h1, inv_div, lorentzian]
    field_simp
  have hs : ∫ v : ℝ, (1 + (v / w) ^ 2)⁻¹ = |w| • ∫ x : ℝ, (1 + x ^ 2)⁻¹ :=
    Measure.integral_comp_div (fun x : ℝ => (1 + x ^ 2)⁻¹) w
  simp only [h]
  rw [integral_const_mul, hs, integral_univ_inv_one_add_sq, abs_of_pos hw, smul_eq_mul]
  field_simp

/-- For a cavity function in the upper half-plane, averaging the site Green function over Lorentzian
disorder of half-width `w` replaces the random site energy by `-i w`. -/
theorem lloyd_average {w : ℝ} (hw : 0 < w) {D : ℂ} (hD : 0 < D.im) :
    siteAverage w D = 1 / (D + I * w) := by
  have hIw : 0 < (I * (w : ℂ)).im := by simpa using hw
  have hL : ∫ v : ℝ, (lorentzian w v : ℂ) = 1 := by
    rw [integral_complex_ofReal, integral_lorentzian hw, ofReal_one]
  have hLi : Integrable (fun v : ℝ => (lorentzian w v : ℂ)) := by
    by_contra h
    rw [integral_undef h] at hL
    exact zero_ne_one hL
  have key : ∀ P q r x : ℂ, q ≠ 0 → r ≠ 0 → x ≠ 0 → x + r ≠ 0 →
      -P / (q * r) * (1 / x)
        = -P / (q * r) * (1 / (x + r)) + -P / (x + r) * (1 / (x * q)) := by
    intro P q r x hq hr hx hxr
    field_simp
    ring
  -- split off the value at `-i w`; the rest has both poles in the upper half-plane
  have e : ∀ v : ℝ, (lorentzian w v : ℂ) * (1 / (D - v)) =
      (lorentzian w v : ℂ) * (1 / (D + I * w))
        + -((w : ℂ) / (Real.pi : ℂ)) / (D + I * w) * (1 / ((D - v) * (I * w - v))) := by
    intro v
    have hf : (lorentzian w v : ℂ)
        = -((w : ℂ) / (Real.pi : ℂ)) / ((I * w - v) * (I * w + v)) := by
      have h1 : (I * (w : ℂ) - v) * (I * w + v) = -((v : ℂ) ^ 2 + (w : ℂ) ^ 2) := by
        linear_combination (w : ℂ) ^ 2 * I_sq
      rw [h1, neg_div_neg_eq]
      simp [lorentzian]
    have hr : I * (w : ℂ) + v ≠ 0 := by
      intro h
      have h' := congrArg Complex.im h
      simp at h'
      linarith
    have hs : D + I * (w : ℂ) = (D - v) + (I * w + v) := by ring
    have hy : (D - (v : ℂ)) + (I * w + v) ≠ 0 := by
      rw [← hs]
      intro h
      have h' := congrArg Complex.im h
      rw [add_im, zero_im] at h'
      linarith
    rw [hs, hf]
    exact key _ _ _ _ (sub_real_ne_zero hIw v) hr (sub_real_ne_zero hD v) hy
  unfold siteAverage
  rw [integral_congr_ae (Eventually.of_forall e),
    integral_add (hLi.mul_const _) ((integrable_two_poles hD hIw).const_mul _),
    integral_mul_const, integral_const_mul, integral_two_poles hD hIw, hL]
  simp

/-- For every cavity function in the upper half-plane, `-i w` is the one and only coherent
potential of Lorentzian disorder. -/
theorem isCoherentPotential_iff {w : ℝ} (hw : 0 < w) {D : ℂ} (hD : 0 < D.im) (s : ℂ) :
    IsCoherentPotential w D s ↔ s = -(I * w) := by
  rw [IsCoherentPotential, lloyd_average hw hD, one_div, one_div, inv_inj]
  constructor <;> intro h <;> linear_combination h

/-- At a complex energy in the upper half-plane, the inverse local Green function of a clean host
has an imaginary part at least as large as that of the complex energy. -/
theorem im_le_im_inv_hostGreen {n : Type*} [Fintype n] {p : n → ℝ} (ε : n → ℝ)
    (hp : ∀ k, 0 ≤ p k) (hsum : ∑ k, p k = 1) {ζ : ℂ} (hζ : 0 < ζ.im) :
    ζ.im ≤ (1 / hostGreen p ε ζ).im := by
  obtain ⟨S, hS⟩ : ∃ S : ℝ, S = ∑ k, p k * ‖(ζ - (ε k : ℂ))⁻¹‖ ^ 2 := ⟨_, rfl⟩
  have him : (hostGreen p ε ζ).im = -(ζ.im * S) := by
    rw [hS, hostGreen, Complex.im_sum, Finset.mul_sum, ← Finset.sum_neg_distrib]
    refine Finset.sum_congr rfl fun k _ => ?_
    have h1 : (ζ - (ε k : ℂ)).im = ζ.im := by simp
    rw [div_eq_mul_inv, im_ofReal_mul, inv_im, norm_inv, inv_pow, ← normSq_eq_norm_sq, h1]
    ring
  have hSpos : 0 < S := by
    obtain ⟨k, hk⟩ : ∃ k, 0 < p k := by
      by_contra h
      push Not at h
      have h' := Finset.sum_nonpos (fun i (_ : i ∈ Finset.univ) => h i)
      linarith
    rw [hS]
    exact Finset.sum_pos' (fun i _ => mul_nonneg (hp i) (sq_nonneg _))
      ⟨k, Finset.mem_univ k, mul_pos hk
        (pow_pos (norm_pos_iff.2 (inv_ne_zero (sub_real_ne_zero hζ (ε k)))) 2)⟩
  -- the square of a mean is at most the mean of the squares
  have hle : normSq (hostGreen p ε ζ) ≤ S := by
    have h1 : ‖hostGreen p ε ζ‖ ≤ ∑ k, p k * ‖(ζ - (ε k : ℂ))⁻¹‖ := by
      refine (norm_sum_le _ _).trans (le_of_eq (Finset.sum_congr rfl fun k _ => ?_))
      rw [div_eq_mul_inv, norm_mul, Complex.norm_real, Real.norm_of_nonneg (hp k)]
    rw [normSq_eq_norm_sq, hS]
    exact (pow_le_pow_left₀ (norm_nonneg _) h1 2).trans
      (Real.pow_arith_mean_le_arith_mean_pow _ _ _ (fun i _ => hp i) hsum
        (fun i _ => norm_nonneg _) 2)
  have hG : hostGreen p ε ζ ≠ 0 := by
    intro h
    rw [h, zero_im] at him
    nlinarith [mul_pos hζ hSpos]
  rw [one_div, inv_im, him, neg_neg, le_div_iff₀ (normSq_pos.2 hG)]
  exact mul_le_mul_of_nonneg_left hle hζ.le

/-- Self-consistent CPA for a clean host with Lorentzian site disorder, at an energy `z` in the
upper half-plane: among all `s` with `z - s` in the upper half-plane, the CPA equation holds exactly
for `s = -i w`. -/
theorem lloyd_selfConsistent {n : Type*} [Fintype n] {p : n → ℝ} (ε : n → ℝ)
    (hp : ∀ k, 0 ≤ p k) (hsum : ∑ k, p k = 1) {w : ℝ} (hw : 0 < w) {z s : ℂ}
    (hz : 0 < z.im) (hs : s.im < z.im) :
    siteAverage w (s + 1 / hostGreen p ε (z - s)) = hostGreen p ε (z - s)
      ↔ s = -(I * w) := by
  have hζ : 0 < (z - s).im := by rw [sub_im]; linarith
  have h1 := im_le_im_inv_hostGreen ε hp hsum hζ
  -- the self-consistent cavity function stays in the upper half-plane
  have hD : 0 < (s + 1 / hostGreen p ε (z - s)).im := by
    rw [add_im]
    rw [sub_im] at h1
    linarith
  have h := isCoherentPotential_iff hw hD s
  unfold IsCoherentPotential at h
  rw [add_sub_cancel_left, one_div_one_div] at h
  exact h

end

end LloydModel
```

```lean
#print axioms LloydModel.isCoherentPotential_iff
#print axioms LloydModel.lloyd_selfConsistent
```

```
'LloydModel.isCoherentPotential_iff' depends on axioms: [propext, Classical.choice, Quot.sound]
'LloydModel.lloyd_selfConsistent' depends on axioms: [propext, Classical.choice, Quot.sound]
```

## How the theorems read, and where they stop

`lorentzian w v` is $L_w(v)$, `siteAverage w D` is the Lebesgue integral over all real $v$, and `IsCoherentPotential w D s` is the single-site condition. `hostGreen p ε ζ` is $G(\zeta)$, with levels indexed by a finite type `n`.

- `lloyd_average` states the integral identity under `0 < w` and `0 < D.im`.
- `isCoherentPotential_iff` states existence and uniqueness of $s$ at fixed $D$.
- `lloyd_selfConsistent` states the equivalence for the self-consistent equation. Its hypotheses `hp` and `hsum` make the weights a probability distribution, as the squared amplitudes of a normalised site orbital are. `hz` selects the retarded side, and `hs` keeps $z-s$ there, away from the host's poles. Every trial $s$ with $\operatorname{Im}s\le0$ is admitted.

The name Lloyd model, which appears in the Lean identifiers, usually refers to a lattice with independent Lorentzian energies on all sites, where the configuration average of the full Green function can be calculated exactly. The average here runs over one site in an effective medium. Real $z$, infinite hosts with continuous spectra and the convergence of an iteration scheme are likewise not treated.

## How the proof follows the derivation

`integrable_normSq_inv` supplies the comparison with $1/(1+v^2)$, and `integrable_two_poles` the bound on the product. `integral_two_poles` splits into $a=b$ and $a\ne b$ with `rcases`, gives the corresponding antiderivative, and uses `tendsto_pole` for its limits. The step `hslit` is the branch-cut argument.

`integral_lorentzian` performs the rescaling $v=wx$. In `lloyd_average`, `key` is the partial-fraction identity in general symbols, checked by `field_simp` and `ring`; `e` applies it at each $v$, and the closing rewrites integrate the two terms. `isCoherentPotential_iff` then cancels the inverses with `inv_inj`.

`im_le_im_inv_hostGreen` proves the lower bound on $\operatorname{Im}(1/G)$: `him` computes $\operatorname{Im}G$ and `hle` is the mean-square inequality. In `lloyd_selfConsistent`, `hD` places the cavity function in the upper half-plane, and the fixed-$D$ result finishes the argument.

## The advanced side, and disorder as a measure

Complex conjugation of the integral identity gives the neighbouring result for $\operatorname{Im}D<0$: the average is $1/(D-iw)$, and the coherent potential is $+iw$. A code that works with advanced Green functions should therefore expect the opposite sign.

The disorder could also have been modelled as a general probability measure on the real line, with the site average taken as an integral against it. That definition would include discrete alloys, for which the coherent potential generally depends on $D$. The Lorentzian case would then need an additional step turning the measure into its density.
